# The symmetric potential of local hybrid exchange on a finite grid

A local hybrid functional uses exact exchange with a share that varies from point to point. This text treats its exact-exchange part on a finite grid, for real density matrices γ and a share that depends only on the density. A matrix M is defined by an explicit formula, and tr(D M) is proved to be the derivative of the energy along the line γ + tD, for a symmetric interaction, symmetric γ and D, and a share that is differentiable at the densities on the grid. M has off-diagonal entries in general, so it is a nonlocal potential and not a multiplicative one.

```lean
import Mathlib

open Matrix

namespace LocalHybrid

noncomputable section

variable {n : Type*} [Fintype n] [DecidableEq n]
```

The type `n` is the set of grid points. The matrix γ is a one-particle density matrix for one spin channel, with density γ_xx at the point x, and w_xy is the interaction, with any quadrature weights absorbed. The exchange energy density, which then includes the quadrature weight of x, is

e_x = −(1/2) ∑_y w_xy γ_xy²

```lean
/-- The exchange energy density `e_x = -(1/2) ∑_y w_xy γ_xy²` at the grid point `x`. -/
def exDensity (w γ : Matrix n n ℝ) (x : n) : ℝ :=
  -(1 / 2) * ∑ y, w x y * γ x y ^ 2
```

A mixing function g of the density sets the local share of exact exchange. Write g_x for g(γ_xx). Then E(γ) = ∑_x g_x e_x.

```lean
/-- The exact-exchange part `E(γ) = ∑_x g(γ_xx) e_x` of a local hybrid energy, with mixing function
`g`. -/
def energy (g : ℝ → ℝ) (w γ : Matrix n n ℝ) : ℝ :=
  ∑ x, g (γ x x) * exDensity w γ x
```

The exchange matrix is K_xy = −w_xy γ_xy, and G is the diagonal matrix of the weights g_x.

```lean
/-- The exchange matrix `K_xy = -w_xy γ_xy`. -/
def exchangeK (w γ : Matrix n n ℝ) : Matrix n n ℝ :=
  Matrix.of fun x y => -(w x y * γ x y)

/-- The diagonal matrix `G` of the local mixing weights `g(γ_xx)`. -/
def mixing (g : ℝ → ℝ) (γ : Matrix n n ℝ) : Matrix n n ℝ :=
  Matrix.diagonal fun x => g (γ x x)
```

The potential is M = (GK + KG)/2 + diag(g'(γ_xx) e_x).

```lean
/-- The potential `M = (GK + KG)/2 + diag(g'(γ_xx) e_x)` of the exact-exchange part of a local
hybrid energy, for `g` differentiable at the densities `γ_xx`. -/
def potential (g : ℝ → ℝ) (w γ : Matrix n n ℝ) : Matrix n n ℝ :=
  (1 / 2 : ℝ) • (mixing g γ * exchangeK w γ + exchangeK w γ * mixing g γ)
    + Matrix.diagonal fun x => deriv g (γ x x) * exDensity w γ x
```

Entry by entry, with δ_xy = 1 for x = y and 0 otherwise,

M_xy = (g_x + g_y)/2 · K_xy + δ_xy g'(γ_xx) e_x

```lean
/-- Off the diagonal, the potential weights exchange between two grid points by the mean of
their mixing weights; on the diagonal the term `g'(γ_xx) e_x` is added. -/
theorem potential_apply (g : ℝ → ℝ) (w γ : Matrix n n ℝ) (x y : n) :
    potential g w γ x y = (g (γ x x) + g (γ y y)) / 2 * exchangeK w γ x y
      + Matrix.diagonal (fun x => deriv g (γ x x) * exDensity w γ x) x y := by
  simp only [potential, mixing, Matrix.add_apply, Matrix.smul_apply, Matrix.diagonal_mul,
    Matrix.mul_diagonal, smul_eq_mul]
  ring
```

The main theorem, `energy_hasDerivAt`, says that t ↦ E(γ + tD) is differentiable at t = 0 with derivative tr(D M). It assumes that w, γ and D are symmetric and that g is differentiable at every γ_xx. Idempotency of γ and a fixed electron number are not assumed. The model leaves out the semilocal exchange that a local hybrid mixes in, and mixing functions that depend on more than the density of this spin channel at the point, such as those that use the density gradient or the kinetic-energy density.

## Symmetric w and γ make K symmetric

Symmetry of w means that the interaction is the same in both directions between two points, as for the Coulomb kernel. Symmetry of γ is what real orbitals give. Together they yield

K_yx = −w_yx γ_yx = −w_xy γ_xy = K_xy

which is needed below when the two grid indices are exchanged. In the proof it is this lemma:

```lean
omit [Fintype n] [DecidableEq n] in
private theorem exchangeK_symm {w γ : Matrix n n ℝ} (hw : w.IsSymm) (hγ : γ.IsSymm) (x y : n) :
    exchangeK w γ y x = exchangeK w γ x y := by
  simp only [exchangeK, Matrix.of_apply, hw.apply x y, hγ.apply x y]
```

Both hypotheses matter already on two points. Let g(s) = s, γ_11 = 4/5, γ_22 = 1/5, γ_12 = γ_21 = 2/5, and let D have off-diagonal entries 1 and diagonal entries 0.

- If w_12 = 1 is the only nonzero entry of w, then E = −(1/2) γ_11 γ_12². Its derivative along D is −8/25, but tr(D M) = −1/5.
- If w_12 = w_21 = 1 with zero diagonal, and γ_21 is changed to 0, the same two unequal numbers appear.

## Differentiability of g at the grid densities

Physically, the share of exact exchange must respond smoothly to a small density change at the densities that occur; elsewhere g may have kinks. The hypothesis is `hg`, and it enters through the chain rule.

First, every matrix entry moves linearly in t:

```lean
private theorem line_hasDerivAt (a b : ℝ) : HasDerivAt (fun t : ℝ => a + t * b) b 0 :=
  (((hasDerivAt_id' (0 : ℝ)).mul_const b).const_add a).congr_deriv (one_mul b)
```

Differentiating the square in e_x at t = 0 gives

d e_x/dt = −(1/2) ∑_y w_xy · 2 γ_xy D_xy = ∑_y K_xy D_xy

```lean
omit [DecidableEq n] in
/-- The exchange energy density at `x` changes along `D` at the rate `∑_y K_xy D_xy`. -/
theorem exDensity_hasDerivAt (w γ D : Matrix n n ℝ) (x : n) :
    HasDerivAt (fun t : ℝ => exDensity w (γ + t • D) x)
      (∑ y, exchangeK w γ x y * D x y) 0 := by
  have h : ∀ y, HasDerivAt
      (fun t : ℝ => w x y * ((γ x y + t * D x y) * (γ x y + t * D x y)))
      (w x y * (2 * γ x y * D x y)) 0 := fun y =>
    (((line_hasDerivAt (γ x y) (D x y)).fun_mul
      (line_hasDerivAt (γ x y) (D x y))).const_mul (w x y)).congr_deriv (by ring)
  have hs := (HasDerivAt.fun_sum (u := Finset.univ) fun y _ => h y).const_mul (-(1 / 2) : ℝ)
  have hf : (fun t : ℝ => exDensity w (γ + t • D) x) = fun t : ℝ =>
      -(1 / 2) * ∑ y, w x y * ((γ x y + t * D x y) * (γ x y + t * D x y)) := by
    funext t
    simp only [exDensity, Matrix.add_apply, Matrix.smul_apply, smul_eq_mul, pow_two]
  rw [hf]
  refine hs.congr_deriv ?_
  rw [Finset.mul_sum]
  refine Finset.sum_congr rfl fun y _ => ?_
  simp only [exchangeK, Matrix.of_apply]
  ring
```

The product rule, with the chain rule for g(γ_xx + t D_xx), then gives

dE/dt = ∑_x g'(γ_xx) D_xx e_x + ∑_x ∑_y g_x K_xy D_xy

In the next proof, `comp_of_eq` is the chain rule and `fun_mul` the product rule. No symmetry is used yet.

```lean
omit [DecidableEq n] in
/-- For `g` differentiable at the densities, the energy changes through the mixing weights and
through the exchange energy density; no symmetry is needed here. -/
theorem energy_hasDerivAt_sum {g : ℝ → ℝ} (w γ D : Matrix n n ℝ)
    (hg : ∀ x, DifferentiableAt ℝ g (γ x x)) :
    HasDerivAt (fun t : ℝ => energy g w (γ + t • D))
      (∑ x, (deriv g (γ x x) * D x x * exDensity w γ x
        + g (γ x x) * ∑ y, exchangeK w γ x y * D x y)) 0 := by
  have h : ∀ x, HasDerivAt
      (fun t : ℝ => g (γ x x + t * D x x) * exDensity w (γ + t • D) x)
      (deriv g (γ x x) * D x x * exDensity w γ x
        + g (γ x x) * ∑ y, exchangeK w γ x y * D x y) 0 := by
    intro x
    have hc : HasDerivAt (fun t : ℝ => g (γ x x + t * D x x)) (deriv g (γ x x) * D x x) 0 :=
      (hg x).hasDerivAt.comp_of_eq (0 : ℝ) (line_hasDerivAt (γ x x) (D x x)) (by simp)
    exact (hc.fun_mul (exDensity_hasDerivAt w γ D x)).congr_deriv
      (by simp only [zero_smul, add_zero, zero_mul])
  have hs := HasDerivAt.fun_sum (u := Finset.univ) fun x _ => h x
  exact hs
```

Without differentiability the derivative may not exist. On one grid point with w = γ = D = 1 and g(s) = |s − 1|, the energy along the line is −(1/2)|t|(1 + t)², which has a kink at t = 0. Lean's `deriv` returns 0 there, so M is still defined but represents no derivative.

## Symmetric D lets the two weights be averaged

A symmetric D is a change that keeps the density matrix symmetric. Renaming the indices, and then using the symmetry of K and D, gives

∑_x ∑_y g_x K_xy D_xy = ∑_x ∑_y g_y K_yx D_yx = ∑_x ∑_y g_y K_xy D_xy

so g_x may be replaced by the mean (g_x + g_y)/2. Since K_xy = K_yx, the result is

dE/dt = ∑_x ∑_y D_xy M_yx = tr(D M)

In the proof, `hswap` is the exchange of indices, `htr` expands the trace, and `hsum` rearranges the derivative found above.

```lean
/-- For symmetric `w`, `γ` and `D`, and `g` differentiable at the densities, the derivative of the
energy `E` at `γ` along `D` is `tr(D M)`. -/
theorem energy_hasDerivAt {g : ℝ → ℝ} {w γ D : Matrix n n ℝ} (hw : w.IsSymm) (hγ : γ.IsSymm)
    (hD : D.IsSymm) (hg : ∀ x, DifferentiableAt ℝ g (γ x x)) :
    HasDerivAt (fun t : ℝ => energy g w (γ + t • D)) (trace (D * potential g w γ)) 0 := by
  refine (energy_hasDerivAt_sum w γ D hg).congr_deriv ?_
  have hK := exchangeK_symm hw hγ
  -- exchanging the two grid points moves the mixing weight from one to the other
  have hswap : ∑ x, ∑ y, g (γ y y) * (exchangeK w γ x y * D x y)
      = ∑ x, ∑ y, g (γ x x) * (exchangeK w γ x y * D x y) := by
    rw [Finset.sum_comm]
    refine Finset.sum_congr rfl fun x _ => Finset.sum_congr rfl fun y _ => ?_
    rw [hK x y, hD.apply x y]
  have hdiag : ∀ x, ∑ y, D x y *
      Matrix.diagonal (fun x => deriv g (γ x x) * exDensity w γ x) y x
      = D x x * (deriv g (γ x x) * exDensity w γ x) := fun x => by
    rw [← Matrix.mul_apply, Matrix.mul_diagonal]
  have htr : trace (D * potential g w γ)
      = 1 / 2 * ∑ x, ∑ y, g (γ x x) * (exchangeK w γ x y * D x y)
        + 1 / 2 * ∑ x, ∑ y, g (γ y y) * (exchangeK w γ x y * D x y)
        + ∑ x, D x x * (deriv g (γ x x) * exDensity w γ x) := by
    rw [Matrix.trace, Finset.mul_sum, Finset.mul_sum, ← Finset.sum_add_distrib,
      ← Finset.sum_add_distrib]
    refine Finset.sum_congr rfl fun x _ => ?_
    rw [Matrix.diag_apply, Matrix.mul_apply, ← hdiag x, Finset.mul_sum, Finset.mul_sum,
      ← Finset.sum_add_distrib, ← Finset.sum_add_distrib]
    refine Finset.sum_congr rfl fun y _ => ?_
    rw [potential_apply, hK x y]
    ring
  have hsum : ∑ x, (deriv g (γ x x) * D x x * exDensity w γ x
        + g (γ x x) * ∑ y, exchangeK w γ x y * D x y)
      = ∑ x, ∑ y, g (γ x x) * (exchangeK w γ x y * D x y)
        + ∑ x, D x x * (deriv g (γ x x) * exDensity w γ x) := by
    rw [← Finset.sum_add_distrib]
    refine Finset.sum_congr rfl fun x _ => ?_
    rw [← Finset.mul_sum]
    ring
  rw [hsum, htr, hswap]
  ring
```

For a non-symmetric D, take g(s) = s and the two-point γ above with γ_12 = γ_21 = 2/5, w_12 = w_21 = 1 with zero diagonal, and D_12 = 1 as the only nonzero entry of D. The derivative is −8/25, while tr(D M) = −1/5.

## What the same hypotheses give for M

With w and γ symmetric, the entry formula shows that M is symmetric.

```lean
/-- For symmetric `w` and `γ` the potential `M` is symmetric. -/
theorem potential_isSymm (g : ℝ → ℝ) {w γ : Matrix n n ℝ} (hw : w.IsSymm) (hγ : γ.IsSymm) :
    (potential g w γ).IsSymm := by
  refine Matrix.IsSymm.ext fun x y => ?_
  rw [potential_apply, potential_apply, exchangeK_symm hw hγ x y,
    (Matrix.isSymm_diagonal _).apply x y]
  ring
```

The one-sided product has entries (GK)_xy = g_x K_xy, and its transpose has g_y K_xy. They agree exactly when g_x = g_y wherever w_xy γ_xy ≠ 0.

```lean
/-- For symmetric `w` and `γ`, the one-sided product `GK` is symmetric exactly when the mixing
weights agree at any two grid points with `w_xy γ_xy ≠ 0`. -/
theorem mixing_mul_exchangeK_isSymm_iff (g : ℝ → ℝ) {w γ : Matrix n n ℝ} (hw : w.IsSymm)
    (hγ : γ.IsSymm) : (mixing g γ * exchangeK w γ).IsSymm ↔
      ∀ x y, w x y * γ x y ≠ 0 → g (γ x x) = g (γ y y) := by
  have hK := exchangeK_symm hw hγ
  constructor
  · intro h x y hxy
    have e := h.apply x y
    simp only [mixing, Matrix.diagonal_mul, hK x y] at e
    have hne : exchangeK w γ x y ≠ 0 := neg_ne_zero.2 hxy
    exact (mul_right_cancel₀ hne e).symm
  · intro h
    refine Matrix.IsSymm.ext fun x y => ?_
    simp only [mixing, Matrix.diagonal_mul, hK x y]
    by_cases h0 : exchangeK w γ x y = 0
    · rw [h0, mul_zero, mul_zero]
    · rw [h x y fun h' => h0 (neg_eq_zero.2 h')]
```

The next two theorems use that tr(AᵀA) is the sum of the squares of the entries of A, so it vanishes only for A = 0.

```lean
omit [DecidableEq n] in
private theorem eq_zero_of_trace {A : Matrix n n ℝ} (h : trace (Aᵀ * A) = 0) : A = 0 := by
  have h' : ∑ i, ∑ j, A j i * A j i = 0 := by
    simpa only [Matrix.trace, Matrix.diag_apply, Matrix.mul_apply, Matrix.transpose_apply] using h
  ext j i
  have h1 := (Finset.sum_eq_zero_iff_of_nonneg (fun i _ =>
    Finset.sum_nonneg fun j _ => mul_self_nonneg (A j i))).1 h' i (Finset.mem_univ i)
  have h2 := (Finset.sum_eq_zero_iff_of_nonneg (fun j _ =>
    mul_self_nonneg (A j i))).1 h1 j (Finset.mem_univ j)
  exact mul_self_eq_zero.1 h2
```

If a symmetric N also represents every derivative along symmetric D, test with S = N − M. Then tr(S N) = tr(S M), so tr(S²) = 0 and N = M.

```lean
/-- For symmetric `w` and `γ`, and `g` differentiable at the densities, `M` is the only symmetric
matrix that gives the derivative of the energy along every symmetric `D` as a trace. -/
theorem potential_unique {g : ℝ → ℝ} {w γ N : Matrix n n ℝ} (hw : w.IsSymm) (hγ : γ.IsSymm)
    (hg : ∀ x, DifferentiableAt ℝ g (γ x x)) (hN : N.IsSymm)
    (h : ∀ D : Matrix n n ℝ, D.IsSymm →
      HasDerivAt (fun t : ℝ => energy g w (γ + t • D)) (trace (D * N)) 0) :
    N = potential g w γ := by
  -- test with the difference of the two candidates
  have hS : (N - potential g w γ).IsSymm := hN.sub (potential_isSymm g hw hγ)
  have e := (h _ hS).unique (energy_hasDerivAt hw hγ hS hg)
  refine sub_eq_zero.1 (eq_zero_of_trace ?_)
  rw [hS.eq, Matrix.mul_sub, Matrix.trace_sub, e, sub_self]
```

On a grid with equal quadrature weights, an infinitesimal orbital rotation changes γ by Aγ − γA with A antisymmetric; unequal weights would also enter the matrix products. This direction is symmetric, and cyclicity of the trace gives

tr((Aγ − γA)M) = tr(A(γM − Mγ))

If M commutes with γ, this vanishes for every A. Conversely, C = γM − Mγ is antisymmetric, and A = C gives tr(C²) = −tr(CᵀC) = 0, hence C = 0. Commutation with γ is the form that the self-consistency condition takes when the orbitals themselves are varied, here for the exchange term alone; in a full calculation of this kind the total Fock matrix takes the place of M.

```lean
/-- For symmetric `w` and `γ`, and `g` differentiable at the densities, the energy is stationary
along all orbital-rotation directions `Aγ - γA`, `A` antisymmetric, exactly when `M` commutes
with `γ`. -/
theorem stationary_iff_commute {g : ℝ → ℝ} {w γ : Matrix n n ℝ} (hw : w.IsSymm) (hγ : γ.IsSymm)
    (hg : ∀ x, DifferentiableAt ℝ g (γ x x)) :
    (∀ A : Matrix n n ℝ, Aᵀ = -A →
      HasDerivAt (fun t : ℝ => energy g w (γ + t • (A * γ - γ * A))) 0 0) ↔
      potential g w γ * γ = γ * potential g w γ := by
  have hM := potential_isSymm g hw hγ
  have hder : ∀ A : Matrix n n ℝ, Aᵀ = -A →
      HasDerivAt (fun t : ℝ => energy g w (γ + t • (A * γ - γ * A)))
        (trace (A * (γ * potential g w γ - potential g w γ * γ))) 0 := by
    intro A hA
    have hD : (A * γ - γ * A).IsSymm := by
      rw [Matrix.IsSymm, Matrix.transpose_sub, Matrix.transpose_mul, Matrix.transpose_mul,
        hA, hγ.eq]
      noncomm_ring
    refine (energy_hasDerivAt hw hγ hD hg).congr_deriv ?_
    rw [Matrix.sub_mul, Matrix.mul_sub, Matrix.trace_sub, Matrix.trace_sub,
      Matrix.mul_assoc A γ, Matrix.mul_assoc γ A, Matrix.trace_mul_comm γ, Matrix.mul_assoc A]
  constructor
  · intro h
    -- test with the commutator itself, which is antisymmetric
    have hC : (γ * potential g w γ - potential g w γ * γ)ᵀ
        = -(γ * potential g w γ - potential g w γ * γ) := by
      rw [Matrix.transpose_sub, Matrix.transpose_mul, Matrix.transpose_mul, hM.eq, hγ.eq, neg_sub]
    have e := (hder _ hC).unique (h _ hC)
    refine (sub_eq_zero.1 (eq_zero_of_trace ?_)).symm
    rw [hC, Matrix.neg_mul, Matrix.trace_neg, e, neg_zero]
  · intro h A hA
    refine (hder A hA).congr_deriv ?_
    rw [h, sub_self, Matrix.mul_zero, Matrix.trace_zero]
```

For constant g = a, the derivative term vanishes and both weights equal a, so M = aK, as in a global hybrid.

```lean
/-- For a constant mixing function `a` the potential is `a K`, as in a global hybrid. -/
theorem potential_const (a : ℝ) (w γ : Matrix n n ℝ) :
    potential (fun _ => a) w γ = a • exchangeK w γ := by
  ext x y
  rw [potential_apply]
  simp only [deriv_const, zero_mul, Matrix.diagonal_zero, Matrix.zero_apply, Matrix.smul_apply,
    smul_eq_mul]
  ring

end

end LocalHybrid
```

In this grid model, M can be computed by multiplying each K_xy by (g_x + g_y)/2 and adding g'(γ_xx) e_x on the diagonal. A finite-difference test of E along symmetric D does not reveal a missing symmetrisation, because the antisymmetric part of GK has zero trace with D. Comparing the matrix with its transpose does, whenever GK is not symmetric.

```lean
#print axioms LocalHybrid.potential_apply
#print axioms LocalHybrid.potential_unique
#print axioms LocalHybrid.stationary_iff_commute
#print axioms LocalHybrid.potential_const
```

```
'LocalHybrid.potential_apply' depends on axioms: [propext, Classical.choice, Quot.sound]
'LocalHybrid.potential_unique' depends on axioms: [propext, Classical.choice, Quot.sound]
'LocalHybrid.stationary_iff_commute' depends on axioms: [propext, Classical.choice, Quot.sound]
'LocalHybrid.potential_const' depends on axioms: [propext, Classical.choice, Quot.sound]
```
